# A McWeeny fixed point is idempotent exactly when 2P − 1 is invertible

A density-matrix purification loop can be stopped when the matrix $P$ no longer changes from one step to the next. The result is then used as the projector on the occupied orbitals, for instance when its trace with the Hamiltonian is taken as the band energy. This use assumes that a stationary matrix is idempotent, $P^2=P$. For the McWeeny step

$$M(P)=3P^2-2P^3$$

a stationary matrix is idempotent if $2P-1$ is invertible, and it is not idempotent otherwise. An orbital with occupation exactly $1/2$ is left where it is by the step, although it is neither filled nor empty.

The statement concerns linear-scaling calculations of a one-particle density matrix at zero temperature, in an orthonormal basis and with occupations counted per spin orbital, so that a single determinant has occupations 0 and 1. The algebra needs less than that: $P$ may be an element of any ring, and it need not be Hermitian.

## The change in one step factorises

Multiply out the product of $P-P^2$ and $2P-1$:

$$(P-P^2)(2P-1)=2P^2-P-2P^3+P^2=3P^2-2P^3-P=M(P)-P .$$

Only powers of the single element $P$ and integers occur, and these commute with one another in every ring. The change in one step is therefore the idempotency error $P-P^2$ times $2P-1$.

If $P^2=P$, the first factor vanishes and $M(P)=P$. In that case $2P-1$ is also invertible, because

$$(2P-1)^2=4P^2-4P+1=4(P^2-P)+1=1,$$

so that it is its own inverse. For an orthogonal projector, $2P-1$ is the reflection that keeps occupied orbitals and changes the sign of empty ones.

Conversely, let $M(P)=P$ and let $2P-1$ have an inverse. Then $(P-P^2)(2P-1)=0$, and multiplication by the inverse from the right leaves $P-P^2=0$. Together, the two directions say that $P$ is idempotent if and only if $M(P)=P$ and $2P-1$ is invertible.

## Invertibility as a condition on occupations

Let $P$ now be a linear operator on a complex vector space, with $M(P)=P$. The invertibility condition can be replaced by one on vectors: $P$ is idempotent exactly when $Pv=\tfrac12 v$ has no solution other than $v=0$. A nonzero solution is called half-occupied here. It is an eigenvector of $P$ with eigenvalue $1/2$; an expectation value of $1/2$ would not be enough.

Suppose first that $P^2=P$ and $Pv=\tfrac12v$. Applying $P$ again gives $P^2v=\tfrac14v$, while idempotency gives $P^2v=Pv=\tfrac12v$. Hence $\tfrac14v=\tfrac12v$ and $v=0$.

For the other direction, take any vector $x$ and put $w=(P-P^2)x$. The two factors of $M(P)-P$ commute, so the fixed-point equation also reads $(2P-1)(P-P^2)=0$. Applied to $x$ it gives $2Pw=w$, that is $Pw=\tfrac12w$. If only the zero vector has this property, then $w=0$ for every $x$, and $P=P^2$.

Physically, a half-occupied orbital arises when the starting matrix is a linear function of the Hamiltonian that sends the chemical potential to $1/2$, and an orbital energy lies exactly at the chemical potential.

## The error that remains after a step

Write $E=P-P^2$. The new matrix and its complement factorise as

$$M(P)=P^2(3-2P),\qquad 1-M(P)=(1-P)^2(1+2P).$$

Their product is the new idempotency error:

$$M(P)-M(P)^2=P^2(1-P)^2(3-2P)(1+2P)=E^2(3+4P-4P^2)=E^2(3+4E).$$

A small error is thus roughly squared and multiplied by three. For a single occupation of $0.9$ the error is $0.09$; the step gives $0.972$, with error $0.027216=0.09^2\times3.36$.

## One orbital, and the same argument for the matrix sign

With a single orbital, $P$ is a real number $p$, and the fixed-point equation is $p(1-p)(2p-1)=0$. The fixed points are $0$, $1$ and $1/2$, and only the last is not idempotent. Near it, with $p=\tfrac12+\delta$,

$$M(p)=\tfrac12+\tfrac32\delta-2\delta^3 .$$

A small deviation grows by a factor of about $3/2$ per step, so the half-occupied point is unstable. The change in the first step is nevertheless only about $\delta/2$. For $\delta=10^{-6}$ a stopping test on the change with threshold $10^{-6}$ would accept the matrix, although its idempotency error is almost $1/4$. A test on $P-P^2$ detects the problem.

The same cancellation works for the Newton–Schulz iteration for the matrix sign, $S\mapsto\tfrac12(3S-S^3)$, which is the McWeeny step written in terms of $S=2P-1$. Its change is $\tfrac12S(1-S^2)$. Where division by 2 is possible, $S^2=1$ holds if and only if $S$ is a fixed point and is invertible. This version for $S$ is ordinary algebra and has no theorem in the development below.

## The step and its factorisation in Lean

```lean
import Mathlib

open Polynomial

namespace McWeenyAlgebra

noncomputable section
```

The density matrix is an element `P` of a type `R` with a `Ring` structure. Multiplication in `R` need not commute, so square matrices and operators are both included. The numerals 2 and 3 are elements of the ring.

```lean
/-- One McWeeny purification step, `P ↦ 3P² - 2P³`, in an arbitrary ring. -/
def mcweeny {R : Type*} [Ring R] (P : R) : R := 3 * P ^ 2 - 2 * P ^ 3
```

The first theorem is the factorisation. After the definition is unfolded, `noncomm_ring` multiplies out both sides without exchanging different factors, as in the expansion above.

```lean
/-- The change of `P` in one McWeeny step is the idempotency error `P - P²`
times `2P - 1`. -/
theorem mcweeny_sub_self {R : Type*} [Ring R] (P : R) :
    mcweeny P - P = (P - P ^ 2) * (2 * P - 1) := by
  unfold mcweeny
  noncomm_ring
```

The hypothesis `IsIdempotentElem P` means `P * P = P`. The next proof turns it into `P ^ 2 = P` and inserts this in the factorisation. The right-hand side becomes zero, and so `mcweeny P = P`.

```lean
/-- An idempotent element of a ring is left unchanged by the McWeeny step. -/
theorem mcweeny_of_idempotent {R : Type*} [Ring R] {P : R}
    (h : IsIdempotentElem P) : mcweeny P = P := by
  have h2 : P ^ 2 = P := by rw [pow_two]; exact h
  have h3 := mcweeny_sub_self P
  rw [h2, sub_self, zero_mul] at h3
  exact sub_eq_zero.mp h3
```

## The equivalence in an arbitrary ring

`IsUnit (2 * P - 1)` says that $2P-1$ has a two-sided inverse in the ring. For a finite matrix over the real or complex numbers this means that $1/2$ is not an eigenvalue.

In the forward direction, `hs` is the computation $(2P-1)^2=1$, and the unit is built with $2P-1$ serving as its own inverse. In the backward direction, `h0` is the factorised fixed-point equation, and `hu.mul_left_eq_zero` cancels the invertible right-hand factor.

```lean
/-- In any ring, `P` is idempotent exactly when it is a fixed point of the
McWeeny step and `2P - 1` is invertible. -/
theorem idempotent_iff_fixed_and_unit {R : Type*} [Ring R] (P : R) :
    IsIdempotentElem P ↔ mcweeny P = P ∧ IsUnit (2 * P - 1) := by
  constructor
  · intro h
    have h2 : P ^ 2 = P := by rw [pow_two]; exact h
    -- for an idempotent, `2P - 1` is its own inverse
    have hs : (2 * P - 1) * (2 * P - 1) = 1 := by
      calc (2 * P - 1) * (2 * P - 1) = 4 * (P ^ 2 - P) + 1 := by noncomm_ring
        _ = 1 := by rw [h2, sub_self, mul_zero, zero_add]
    exact ⟨mcweeny_of_idempotent h, ⟨⟨2 * P - 1, 2 * P - 1, hs, hs⟩, rfl⟩⟩
  · rintro ⟨hf, hu⟩
    -- cancel the unit from the factorised fixed-point equation
    have h0 : (P - P ^ 2) * (2 * P - 1) = 0 := by
      rw [← mcweeny_sub_self, hf, sub_self]
    have h1 : P - P ^ 2 = 0 := hu.mul_left_eq_zero.mp h0
    show P * P = P
    rw [← pow_two]
    exact (sub_eq_zero.mp h1).symm
```

The theorem is about exact equality `mcweeny P = P`. The step from there to a running program, where the change is merely smaller than a tolerance, needs a bound on the inverse of $2P-1$, and the one-orbital example shows what happens when that inverse is large. The theorem also leaves open which projector has been reached: an idempotent matrix may have the wrong number of electrons, or may project on orbitals other than the lowest ones.

## Half-occupied vectors of an operator

`Module.End ℂ V` is the ring of linear maps from `V` to itself, with composition as multiplication. The space may have any dimension, including zero, and carries no inner product or norm. An unbounded operator defined only on part of a Hilbert space is not an element of this ring for that Hilbert space. The fixed-point property is the hypothesis `hf`, and the equivalence is claimed under it.

In the first direction, `h1` starts as $P(Pv)=Pv$ and is rewritten with $Pv=\tfrac12v$ until it reads $\tfrac14v=\tfrac12v$. The `calc` block then writes $v$ as four times the difference of the two sides, which is zero.

In the second direction, `hk` is the factorisation with $2P-1$ on the left, where $2P(P-P^2)$ is written as a sum of two equal terms. Applied to a vector `x`, it gives `hx`, which is the equation $Pw+Pw=w$ for $w=(P-P^2)x$. Halving gives $Pw=\tfrac12w$, the hypothesis `h` makes $w$ zero, and `LinearMap.ext` passes from all vectors to the operator equation $P-P^2=0$.

```lean
/-- For a linear operator on a complex vector space that is fixed by the McWeeny step, idempotency
is equivalent to the absence of nonzero vectors `v` with `P v = (1/2) v`. -/
theorem fixed_idempotent_iff_no_half_occupation {V : Type*} [AddCommGroup V]
    [Module ℂ V] (P : Module.End ℂ V) (hf : mcweeny P = P) :
    IsIdempotentElem P ↔ ∀ v : V, P v = (1 / 2 : ℂ) • v → v = 0 := by
  constructor
  · intro h v hv
    have h1 : P (P v) = P v := LinearMap.congr_fun h.eq v
    rw [hv, map_smul, hv] at h1
    calc v = (4 : ℂ) • ((1 / 2 : ℂ) • v - (1 / 2 : ℂ) • (1 / 2 : ℂ) • v) := by
          module
      _ = 0 := by rw [h1, sub_self, smul_zero]
  · intro h
    have hk : P * (P - P ^ 2) + P * (P - P ^ 2) - (P - P ^ 2) = mcweeny P - P := by
      unfold mcweeny
      noncomm_ring
    rw [hf, sub_self] at hk
    have h0 := sub_eq_zero.mp hk
    -- every vector `w` in the range of `P - P²` satisfies `P w = (1/2) w`
    have h1 : P - P ^ 2 = 0 := by
      refine LinearMap.ext fun x => ?_
      have hx : P ((P - P ^ 2) x) + P ((P - P ^ 2) x) = (P - P ^ 2) x :=
        LinearMap.congr_fun h0 x
      refine h ((P - P ^ 2) x) ?_
      calc P ((P - P ^ 2) x)
          = (1 / 2 : ℂ) • (P ((P - P ^ 2) x) + P ((P - P ^ 2) x)) := by module
        _ = (1 / 2 : ℂ) • (P - P ^ 2) x := by rw [hx]
    show P * P = P
    rw [← pow_two]
    exact (sub_eq_zero.mp h1).symm
```

In infinite dimension, the absence of half-occupied vectors says only that $2P-1$ is injective, which in general is weaker than being invertible. For a fixed point the two conditions agree, since by the two equivalences each of them amounts to idempotency.

## The idempotency error in Lean

The error formula holds for every `P`, whether or not it is a fixed point. It is proved first for polynomials in one variable `X` with integer coefficients. These commute, so `ring` can verify the identity. The map `aeval P` then substitutes `P` for `X`, and `simp only` carries the substitution through sums, products and powers. This expresses in Lean the observation that powers of a single element commute even when the ring does not.

```lean
/-- After one McWeeny step the idempotency error `E = P - P²` becomes
`E² (3 + 4E)`. -/
theorem idempotency_error_step {R : Type*} [Ring R] (P : R) :
    mcweeny P - mcweeny P ^ 2 = (P - P ^ 2) ^ 2 * (3 + 4 * (P - P ^ 2)) := by
  -- an identity between integer polynomials, evaluated at `P`
  have h := congrArg (aeval P)
    (show (3 * X ^ 2 - 2 * X ^ 3) - (3 * X ^ 2 - 2 * X ^ 3) ^ 2
      = (X - X ^ 2) ^ 2 * (3 + 4 * (X - X ^ 2) : ℤ[X]) by ring)
  simp only [map_sub, map_add, map_mul, map_pow, map_ofNat, aeval_X] at h
  exact h
```

The identity contains no norm, so the statement that the error is roughly squared needs in addition a norm in which $E$ is small.

## A stationary matrix that is not a projector

The matrix $\mathrm{diag}(1,\tfrac12)$ describes one filled and one half-filled orbital. It occurs, for example, as the spin-averaged density matrix of three electrons in two spatial orbitals, with the first orbital doubly occupied and the second singly.

```lean
/-- The real density matrix `diag(1, 1/2)`. -/
def halfOccupied : Matrix (Fin 2) (Fin 2) ℝ := !![1, 0; 0, 1 / 2]
```

Its idempotency error is $\mathrm{diag}(0,\tfrac14)$, while $2P-1=\mathrm{diag}(1,0)$. The product of the two is zero, so the matrix is fixed. The example shows that the fixed-point equation alone does not imply idempotency, even for a real diagonal matrix with occupations between 0 and 1.

In the proof, `hm` writes the McWeeny step as sums of matrix products, so that each entry can be computed. The commands `ext i j` and `fin_cases` produce the four entries, and `norm_num` evaluates them. For the second claim, idempotency is compared at the entry with both indices equal to 1. Lean counts from 0, so this is the lower diagonal entry, where $\tfrac14=\tfrac12$ would have to hold.

```lean
/-- The matrix `diag(1, 1/2)` is a fixed point of the McWeeny step but is not
idempotent. -/
theorem halfOccupied_fixed_not_idempotent :
    mcweeny halfOccupied = halfOccupied ∧ ¬ IsIdempotentElem halfOccupied := by
  constructor
  · have hm : ∀ A : Matrix (Fin 2) (Fin 2) ℝ,
        mcweeny A = A * A + A * A + A * A - (A * A * A + A * A * A) := by
      intro A
      unfold mcweeny
      noncomm_ring
    rw [hm]
    ext i j
    fin_cases i <;> fin_cases j <;>
      norm_num [halfOccupied, Matrix.mul_apply, Fin.sum_univ_succ]
  · intro h
    -- the lower diagonal entry would give `1/4 = 1/2`
    have h1 := congrFun (congrFun h.eq 1) 1
    norm_num [halfOccupied, Matrix.mul_apply, Fin.sum_univ_succ] at h1
```

## A bond orbital that meets both conditions

For two orthonormal orbitals $\phi_0$ and $\phi_1$, the normalised in-phase combination is $(\phi_0+\phi_1)/\sqrt2$. The projector on it has all four entries equal to $1/2$.

```lean
/-- The real `2 × 2` matrix with all entries `1/2`, which projects on the
equal-weight, in-phase combination of two orthonormal orbitals. -/
def bondProjector : Matrix (Fin 2) (Fin 2) ℝ := !![1 / 2, 1 / 2; 1 / 2, 1 / 2]
```

The diagonal entries $1/2$ are populations of the basis orbitals and not eigenvalues. The eigenvalues of this matrix are 1 for the in-phase and 0 for the out-of-phase combination, so no nonzero vector satisfies $Pv=\tfrac12v$. Here $2P-1$ has zeros on the diagonal and ones off it: it exchanges the two basis orbitals, and it is its own inverse.

The proof checks $P^2=P$ entry by entry and obtains both properties from the forward direction of the ring equivalence.

```lean
/-- The matrix with all entries `1/2` is a fixed point of the McWeeny step for
which `2P - 1` is invertible. -/
theorem fixed_and_unit_witness :
    mcweeny bondProjector = bondProjector ∧ IsUnit (2 * bondProjector - 1) := by
  refine (idempotent_iff_fixed_and_unit bondProjector).mp ?_
  show bondProjector * bondProjector = bondProjector
  ext i j
  fin_cases i <;> fin_cases j <;>
    norm_num [bondProjector, Matrix.mul_apply, Fin.sum_univ_succ]

end

end McWeenyAlgebra
```

```lean
#print axioms McWeenyAlgebra.idempotent_iff_fixed_and_unit
-- 'McWeenyAlgebra.idempotent_iff_fixed_and_unit' depends on axioms: [propext, Quot.sound]
#print axioms McWeenyAlgebra.fixed_idempotent_iff_no_half_occupation
-- 'McWeenyAlgebra.fixed_idempotent_iff_no_half_occupation' depends on axioms: [propext, Classical.choice, Quot.sound]
#print axioms McWeenyAlgebra.idempotency_error_step
-- 'McWeenyAlgebra.idempotency_error_step' depends on axioms: [propext, Classical.choice, Quot.sound]
#print axioms McWeenyAlgebra.halfOccupied_fixed_not_idempotent
-- 'McWeenyAlgebra.halfOccupied_fixed_not_idempotent' depends on axioms: [propext, Classical.choice, Quot.sound]
```
